# Couplings of independent sign vectors with 3j normalisation have mean square $1/(2l_3+1)$

## The size of a coupled feature

In many rotation-equivariant models of interatomic potentials, the surroundings of an atom are described by features that transform like spherical harmonics. A feature of degree $l$ has $2l+1$ components. If the degrees satisfy the triangle condition $|l_1-l_2|\le l_3\le l_1+l_2$, two features $x$ and $y$, of degrees $l_1$ and $l_2$, can be combined into one of degree $l_3$ by a bilinear sum whose coefficients are Wigner 3j symbols, written in a real basis.

Suppose that the entries of $x$ and $y$ have typical size one. How large are the entries of the output? If the answer depends on $l_3$, outputs of different degrees start out on different scales unless a rescaling compensates for it.

Here the question is answered for a simple ensemble: the entries are signs $\pm1$, and $x$ and $y$ run independently over all sign vectors. The only property of the coefficients that matters for the size is their normalisation.

## Normalisation fixes the mean square

Write $w_{ijm}$ for the real coupling coefficients. The indices $i$, $j$ and $m$ label the components of degree $l_1$, $l_2$ and $l_3$. They correspond to the usual labels $m_1$, $m_2$ and $m_3$ of real spherical harmonics, each running from $-l$ to $l$ for its degree $l$; in a real basis these labels are not in general eigenvalues of $L_z$. The output is

$$z_m=\sum_i\sum_j w_{ijm}\,x_i\,y_j .$$

Assume that for every $m$

$$\sum_i\sum_j w_{ijm}^2=\frac{1}{2l_3+1}.$$

This is the diagonal part of the orthogonality relation of the 3j symbols, which holds for degrees that satisfy the triangle condition. Let $\langle\cdot\rangle$ be the uniform average over all pairs of sign vectors. Then

$$\langle z_m^2\rangle=\frac{1}{2l_3+1}\quad\text{for every } m .$$

The root mean square is $1$ for $l_3=0$, $1/\sqrt3$ for $l_3=1$ and $1/\sqrt5$ for $l_3=2$. A factor $c\ge0$ restores unit mean square exactly when $c=\sqrt{2l_3+1}$. Up to phases and index conventions, this is the factor that turns a 3j symbol into a Clebsch–Gordan coefficient.

For simulation practice, this gives a starting scale for one coupling of two independent sign-valued features, without learned weights or nonlinearities.

## Averaging over one input at a time

**Two signs.** Let $s$ be a sign vector with $n$ entries. If $i=k$, then $s_is_k=1$ for every $s$. If $i\neq k$, flipping the sign $s_i$ pairs each vector with another one for which $s_is_k$ has the opposite value, so the sum over all $2^n$ vectors vanishes. Hence $\langle s_is_k\rangle=\delta_{ik}$.

**Two linear forms.** For real coefficients $a_i$ and $c_i$,

$$\Big\langle\sum_i a_is_i\,\sum_k c_ks_k\Big\rangle=\sum_{i,k}a_ic_k\,\delta_{ik}=\sum_i a_ic_i .$$

**Two output components.** For fixed $x$, the output is a linear form in $y$:

$$z_m=\sum_j\Big(\sum_i w_{ijm}x_i\Big)y_j .$$

Averaging $z_mz_{m'}$ over $y$ gives the dot product of the two sets of coefficients,

$$\sum_j\Big(\sum_i w_{ijm}x_i\Big)\Big(\sum_i w_{ijm'}x_i\Big).$$

For each $j$ this is a product of two linear forms in $x$. Averaging over $x$ therefore gives

$$\langle z_mz_{m'}\rangle=\sum_i\sum_j w_{ijm}w_{ijm'} .$$

**Mean square and rescaling.** For $m'=m$ the right-hand side is $1/(2l_3+1)$ by assumption. Multiplying the output by $c$ changes the mean square to $c^2/(2l_3+1)$. This equals one exactly when $c^2=2l_3+1$, and for $c\ge0$ that means $c=\sqrt{2l_3+1}$.

**Different components.** If the coefficients obey the full relation $\sum_{i,j}w_{ijm}w_{ijm'}=\delta_{mm'}/(2l_3+1)$, the same formula gives $\langle z_mz_{m'}\rangle=0$ for $m\neq m'$. Each $z_m$ has mean zero, because replacing $y$ by $-y$ reverses its sign, so different output components are uncorrelated.

## The case of three vectors

For $l_1=l_2=l_3=1$ the coefficients are, up to an overall sign, $\epsilon_{ijm}/\sqrt6$: the coupling is a cross product divided by $\sqrt6$. For fixed $m$ there are two pairs $(i,j)$ that complete a permutation, and each contributes $1/6$, so the sum of squares is $1/3$. For $m\neq m'$ no pair $(i,j)$ completes a permutation with both, and the overlap is zero. The full orthogonality relation holds.

## Coupling a feature with itself

Independence of the inputs matters. Take $l_1=l_2=l$ and $l_3=0$, with coefficients $\delta_{ij}/\sqrt{2l+1}$. Their squares sum to one, as they should for $l_3=0$. Yet if the same sign vector is used twice,

$$z=\frac{1}{\sqrt{2l+1}}\sum_i x_i^2=\sqrt{2l+1},$$

so $z^2=2l+1$ for every $x$. For $l\ge1$ this exceeds the value $1$ found for independent inputs, because all the diagonal terms add with the same sign. Using the same input twice can also make the output smaller: with the coefficients $\epsilon_{ijm}/\sqrt6$ it is zero, because the cross product of a vector with itself vanishes.

## Inputs with other distributions

The derivation used only the independence of $x$ and $y$ and the second moments of each. The same steps therefore apply to independent random vectors with $\langle x_ix_k\rangle=\sigma^2\delta_{ik}$ and $\langle y_jy_k\rangle=\tau^2\delta_{jk}$, for instance Gaussian ones, and give

$$\langle z_m^2\rangle=\frac{\sigma^2\tau^2}{2l_3+1}.$$

The code below treats the sign ensemble, where every average is a finite sum.

## The Lean file

```lean
import Mathlib

open Finset

namespace CoupledFeatureScale

noncomputable section

variable {ι κ μ : Type*} [Fintype ι] [DecidableEq ι] [Fintype κ] [DecidableEq κ]

/-- The feature vector with entries `1` and `-1` encoded by a Boolean vector. -/
def signs (b : ι → Bool) : ι → ℝ := fun i => if b i then 1 else -1

/-- The uniform average of a quantity over all sign vectors. -/
def signAvg (f : (ι → Bool) → ℝ) : ℝ := (∑ b, f b) / 2 ^ Fintype.card ι

/-- The component `m` of the feature obtained by coupling `x` and `y` with coefficients `w`. -/
def couple (w : ι → κ → μ → ℝ) (x : ι → ℝ) (y : κ → ℝ) (m : μ) : ℝ :=
  ∑ i, ∑ j, w i j m * x i * y j

omit [Fintype ι] [DecidableEq ι] in
/-- Every entry of a sign vector has square one. -/
theorem signs_mul_self (b : ι → Bool) (i : ι) : signs b i * signs b i = 1 := by
  cases h : b i <;> simp [signs, h]

/-- Summed over all sign vectors with `n` entries, the product of the entries at `i` and `j` gives
`2 ^ n` if `i = j` and zero otherwise. -/
theorem sum_signs_mul (i j : ι) :
    ∑ b : ι → Bool, signs b i * signs b j = if i = j then 2 ^ Fintype.card ι else 0 := by
  by_cases h : i = j
  · subst h
    simp [signs_mul_self]
  · rw [if_neg h]
    -- flipping the sign at `i` pairs each term with its negative
    refine Finset.sum_involution (fun b _ => Function.update b i (!b i)) ?_ ?_ ?_ ?_
    · intro b _
      cases hb : b i <;> cases hj : b j <;>
        simp [signs, hb, hj, Function.update_of_ne (Ne.symm h)]
    · intro b _ _ he
      have := congrFun he i
      simp at this
    · intro b _
      simp
    · intro b _
      simp

/-- The average product of two linear forms in a random sign vector is the dot product of
their coefficients. -/
theorem signAvg_linear (a c : ι → ℝ) :
    signAvg (fun b => (∑ i, a i * signs b i) * (∑ i, c i * signs b i)) = ∑ i, a i * c i := by
  have expand : ∀ b : ι → Bool, (∑ i, a i * signs b i) * (∑ i, c i * signs b i)
      = ∑ i, ∑ j, a i * c j * (signs b i * signs b j) := by
    intro b
    rw [Finset.sum_mul_sum]
    refine Finset.sum_congr rfl fun i _ => Finset.sum_congr rfl fun j _ => ?_
    ring
  have total : ∑ b : ι → Bool, ∑ i, ∑ j, a i * c j * (signs b i * signs b j)
      = (∑ i, a i * c i) * 2 ^ Fintype.card ι := by
    rw [Finset.sum_comm, Finset.sum_mul]
    refine Finset.sum_congr rfl fun i _ => ?_
    rw [Finset.sum_comm]
    simp only [← Finset.mul_sum, sum_signs_mul, mul_ite, mul_zero, Finset.sum_ite_eq,
      Finset.mem_univ, if_true]
  unfold signAvg
  simp only [expand]
  rw [total, mul_div_cancel_right₀ _ (by positivity)]

/-- For independent random sign vectors, the correlation of two components of the coupled
feature is the overlap of their coupling coefficients. -/
theorem couple_correlation (w : ι → κ → μ → ℝ) (m m' : μ) :
    signAvg (fun x : ι → Bool => signAvg (fun y : κ → Bool =>
      couple w (signs x) (signs y) m * couple w (signs x) (signs y) m'))
      = ∑ i, ∑ j, w i j m * w i j m' := by
  have collect : ∀ (x : ι → ℝ) (y : κ → ℝ) (n : μ),
      couple w x y n = ∑ j, (∑ i, w i j n * x i) * y j := by
    intro x y n
    unfold couple
    rw [Finset.sum_comm]
    simp only [Finset.sum_mul]
  have avg_sum : ∀ F : κ → (ι → Bool) → ℝ,
      signAvg (fun x => ∑ j, F j x) = ∑ j, signAvg (F j) := by
    intro F
    unfold signAvg
    rw [Finset.sum_comm, Finset.sum_div]
  -- average over `y` first, then over `x`
  simp only [collect, signAvg_linear]
  rw [avg_sum]
  simp only [signAvg_linear]
  exact Finset.sum_comm

/-- If the squared coefficients sum to `1 / (2 l₃ + 1)` for each `m₃`, then every component
of the coupled feature has mean square `1 / (2 l₃ + 1)` over independent sign vectors. -/
theorem couple_mean_square {l₁ l₂ l₃ : ℕ}
    (w : Fin (2 * l₁ + 1) → Fin (2 * l₂ + 1) → Fin (2 * l₃ + 1) → ℝ)
    (h : ∀ m, ∑ i, ∑ j, w i j m ^ 2 = 1 / (2 * (l₃ : ℝ) + 1)) (m : Fin (2 * l₃ + 1)) :
    signAvg (fun x => signAvg (fun y => couple w (signs x) (signs y) m ^ 2))
      = 1 / (2 * (l₃ : ℝ) + 1) := by
  simp only [sq]
  rw [couple_correlation]
  simpa only [sq] using h m

/-- If the squared coefficients sum to `1 / (2 l₃ + 1)` for each `m₃`, a non-negative factor `c`
brings a component of the coupled feature to unit mean square over independent sign vectors exactly
when `c = √(2 l₃ + 1)`. -/
theorem rescaled_mean_square_eq_one_iff {l₁ l₂ l₃ : ℕ}
    (w : Fin (2 * l₁ + 1) → Fin (2 * l₂ + 1) → Fin (2 * l₃ + 1) → ℝ)
    (h : ∀ m, ∑ i, ∑ j, w i j m ^ 2 = 1 / (2 * (l₃ : ℝ) + 1)) (m : Fin (2 * l₃ + 1))
    {c : ℝ} (hc : 0 ≤ c) :
    signAvg (fun x => signAvg (fun y => (c * couple w (signs x) (signs y) m) ^ 2)) = 1
      ↔ c = √(2 * (l₃ : ℝ) + 1) := by
  have hpos : (0 : ℝ) < 2 * (l₃ : ℝ) + 1 := by positivity
  have pull : signAvg (fun x => signAvg (fun y => (c * couple w (signs x) (signs y) m) ^ 2))
      = c ^ 2 * signAvg (fun x => signAvg (fun y => couple w (signs x) (signs y) m ^ 2)) := by
    simp only [signAvg, mul_pow, ← Finset.mul_sum, mul_div_assoc]
  rw [pull, couple_mean_square w h m, mul_one_div, div_eq_one_iff_eq hpos.ne']
  constructor
  · intro e
    rw [← e, Real.sqrt_sq hc]
  · intro e
    rw [e, Real.sq_sqrt hpos.le]

/-- If the coefficients obey the full 3j orthogonality relation in `m₃`, then over independent sign
vectors the product of two different components of the coupled feature averages to zero, and every
component has mean square `1 / (2 l₃ + 1)`. -/
theorem couple_covariance {l₁ l₂ l₃ : ℕ}
    (w : Fin (2 * l₁ + 1) → Fin (2 * l₂ + 1) → Fin (2 * l₃ + 1) → ℝ)
    (h : ∀ m m', ∑ i, ∑ j, w i j m * w i j m' = if m = m' then 1 / (2 * (l₃ : ℝ) + 1) else 0)
    (m m' : Fin (2 * l₃ + 1)) :
    signAvg (fun x => signAvg (fun y =>
      couple w (signs x) (signs y) m * couple w (signs x) (signs y) m'))
      = if m = m' then 1 / (2 * (l₃ : ℝ) + 1) else 0 := by
  rw [couple_correlation, h]

/-- The 3j symbol with `l₁ = l₂ = l₃ = 1`, up to an overall sign: `1/√6` times the sign of the
permutation, and zero when two indices coincide. -/
def threeJOne (a b c : Fin 3) : ℝ :=
  (((a : ℕ) : ℝ) - (b : ℕ)) * (((b : ℕ) : ℝ) - (c : ℕ)) * (((c : ℕ) : ℝ) - (a : ℕ)) / (2 * √6)

/-- The coefficients `threeJOne` obey the full orthogonality relation with `2 l₃ + 1 = 3`. -/
theorem threeJOne_witness (m m' : Fin 3) :
    ∑ i, ∑ j, threeJOne i j m * threeJOne i j m' = if m = m' then 1 / 3 else 0 := by
  have h6 : (2 * √6) * (2 * √6) = (24 : ℝ) := by
    nlinarith [Real.mul_self_sqrt (show (0 : ℝ) ≤ 6 by norm_num)]
  simp only [threeJOne, div_mul_div_comm, h6]
  fin_cases m <;> fin_cases m' <;> norm_num [Fin.sum_univ_three]

/-- Coefficients that couple two real features of degree `l` to a scalar: `1/√(2l+1)` on the
diagonal and zero elsewhere. -/
def scalarCoupling (l : ℕ) (a b : Fin (2 * l + 1)) (_ : Fin 1) : ℝ :=
  if a = b then 1 / √(2 * (l : ℝ) + 1) else 0

/-- The squared coefficients of the scalar coupling sum to one, and coupling any sign vector with
`2 l + 1` entries with itself gives an output of square `2 l + 1`. -/
theorem self_coupling_square (l : ℕ) :
    (∑ i, ∑ j, scalarCoupling l i j 0 ^ 2 = 1) ∧
    ∀ x : Fin (2 * l + 1) → Bool,
      couple (scalarCoupling l) (signs x) (signs x) 0 ^ 2 = 2 * (l : ℝ) + 1 := by
  have hpos : (0 : ℝ) < 2 * (l : ℝ) + 1 := by positivity
  have hr : (1 / √(2 * (l : ℝ) + 1)) ^ 2 = 1 / (2 * (l : ℝ) + 1) := by
    rw [div_pow, one_pow, Real.sq_sqrt hpos.le]
  constructor
  · have hs : ∀ i j, scalarCoupling l i j 0 ^ 2
        = if i = j then 1 / (2 * (l : ℝ) + 1) else 0 := by
      intro i j
      unfold scalarCoupling
      split_ifs
      · exact hr
      · norm_num
    simp only [hs, Finset.sum_ite_eq, Finset.mem_univ, if_true, Finset.sum_const,
      Finset.card_univ, Fintype.card_fin, nsmul_eq_mul]
    push_cast
    exact mul_one_div_cancel hpos.ne'
  · intro x
    -- all diagonal terms add up with the same sign
    have hx : couple (scalarCoupling l) (signs x) (signs x) 0
        = (2 * (l : ℝ) + 1) * (1 / √(2 * (l : ℝ) + 1)) := by
      simp only [couple, scalarCoupling, ite_mul, zero_mul, Finset.sum_ite_eq,
        Finset.mem_univ, if_true, mul_assoc, signs_mul_self, mul_one, Finset.sum_const,
        Finset.card_univ, Fintype.card_fin, nsmul_eq_mul]
      push_cast
      ring
    rw [hx, mul_pow, hr, sq, mul_assoc, mul_one_div_cancel hpos.ne', mul_one]

end

end CoupledFeatureScale
```

```lean
#print axioms CoupledFeatureScale.couple_mean_square
#print axioms CoupledFeatureScale.rescaled_mean_square_eq_one_iff
#print axioms CoupledFeatureScale.couple_covariance
#print axioms CoupledFeatureScale.self_coupling_square
```

```
'CoupledFeatureScale.couple_mean_square' depends on axioms: [propext, Classical.choice, Quot.sound]
'CoupledFeatureScale.rescaled_mean_square_eq_one_iff' depends on axioms: [propext, Classical.choice, Quot.sound]
'CoupledFeatureScale.couple_covariance' depends on axioms: [propext, Classical.choice, Quot.sound]
'CoupledFeatureScale.self_coupling_square' depends on axioms: [propext, Classical.choice, Quot.sound]
```

## Reading the definitions and hypotheses

A sign vector is encoded by a Boolean vector `b`, and `signs b` has the entry $1$ where `b` is true and $-1$ where it is false. `signAvg` sums a quantity over all Boolean vectors and divides by $2^n$, with $n$ the number of entries. Independence of $x$ and $y$ is expressed by nesting two such averages, so that every pair of sign vectors has the same weight. `couple w x y m` is the output component $z_m$.

In `couple_mean_square` the three indices have the types `Fin (2 * l₁ + 1)`, `Fin (2 * l₂ + 1)` and `Fin (2 * l₃ + 1)`. They count from zero, so the index `i` corresponds to $m_1=i-l_1$, and likewise for the other two. The degrees are natural numbers; half-integer angular momenta do not occur.

The hypothesis `h` is the normalisation condition. It is assumed for a general real array `w` and is not derived from a definition of the 3j symbols. Nothing in the statement requires `w` to be equivariant under rotations, so the result holds for any array with this normalisation. In the other direction, applying it to a particular set of 3j symbols requires checking `h` for them. For $l_1=l_2=l_3=1$, `threeJOne_witness` supplies the stronger orthogonality relation, with `threeJOne` writing $\epsilon_{ijm}/\sqrt6$ as a product of index differences.

`rescaled_mean_square_eq_one_iff` concerns a single component `m`, but the factor it determines is the same for all of them. Its hypothesis `hc` excludes the negative root. `couple_covariance` replaces the normalisation by full orthogonality and returns the whole covariance matrix of the output.

## From sign flips to the mean square

`signs_mul_self` and `sum_signs_mul` contain the averages of two signs, still without the division by $2^n$. In `signAvg_linear`, the step `expand` multiplies out the two linear forms. The step `total` then moves the sum over sign vectors inside and uses `sum_signs_mul` to keep only the diagonal terms. Dividing by $2^n$ finishes the lemma.

`couple_correlation` carries out the two successive averages. Its auxiliary statement `collect` writes the output as a linear form in $y$, and the first use of `signAvg_linear` averages over $y$ for each fixed $x$. Then `avg_sum` exchanges the remaining average with the sum over $j$, and the second use of `signAvg_linear` averages over $x$. What is left is the order of the two sums.

The main theorem writes the square as a product, applies `couple_correlation` with equal components and inserts `h`. For the rescaling, `pull` takes $c^2$ out of both averages, which leaves the equation $c^2=2l_3+1$; the two directions are then properties of the square root. `couple_covariance` needs only the correlation formula and its hypothesis.

In `threeJOne_witness`, the square root disappears first, since the product of the two denominators is $24$. The nine pairs of components are then evaluated one by one. `self_coupling_square` proves the normalisation of the scalar coupling and the value of the output separately, and the latter uses `signs_mul_self` to replace each $x_i^2$ by one.

## Cancellation in pairs with `Finset.sum_involution`

The vanishing of $\sum_s s_is_k$ for $i\neq k$ is proved by the Mathlib lemma `Finset.sum_involution`. It shows that a finite sum is zero when its terms can be paired off so that each pair cancels. The pairing is given as a map, here `Function.update b i (!b i)`, which negates the Boolean entry at `i` and leaves the others alone.

Four conditions have to be shown, and they are the four bullets in the proof:

1. A term and its partner add up to zero. The proof goes through the possible values of the two entries, using the fact that the second entry is not changed by the flip.
2. A nonzero term is not its own partner. If the flipped vector were equal to `b`, comparing the entries at `i` would give a contradiction.
3. The partner belongs to the set over which the sum runs. This is immediate, because the sum runs over all Boolean vectors.
4. Applying the map twice gives back the original vector.

For real numbers the second condition follows from the first, since a term that cancels against itself must be zero. The lemma lists it separately because it also applies to sums in which $f+f=0$ is possible with $f\neq0$, such as sums modulo two.
